# The projector onto a set of filled orbitals: its trace counts them, and its trace with the Hamiltonian sums their levels

For non-interacting particles with a finite Hermitian one-particle matrix $H$, `filled_spec` concerns the operator $P$ that projects onto any chosen set $S$ of the orthonormal eigenvectors of $H$. It states that $P$ is Hermitian, that $P^2 = P$, that the real part of $\operatorname{tr} P$ is the number of orbitals in $S$, and that the real part of $\operatorname{tr}(PH)$ is the sum of their eigenvalues. The proof writes $P = U D U^*$, with the orbitals as the columns of the unitary $U$ and with $D$ diagonal, its entries 1 on $S$ and 0 elsewhere. The first two claims follow from the properties of $D$ and, for $P^2 = P$, from $U^*U = 1$. The two traces come from `trace_ofLevels_mul`, which turns each into a sum over orbitals.

The failing Lean file:

```lean
import Mathlib

open Matrix

namespace FilledSpec

noncomputable section

variable {m : Type*} [Fintype m] [DecidableEq m] {H V : Matrix m m ℂ}

/-- The unitary matrix whose columns are the orthonormal orbitals of the Hamiltonian `H`. -/
def orbitals (hH : H.IsHermitian) : Matrix m m ℂ := hH.eigenvectorUnitary

/-- The operator that is diagonal in the orbitals of `H`, with the value `f i` on orbital `i`. -/
def ofLevels (hH : H.IsHermitian) (f : m → ℝ) : Matrix m m ℂ :=
  orbitals hH * diagonal (fun i => (f i : ℂ)) * star (orbitals hH)

/-- The projector onto the orbitals of `H` in the filled set `S`. -/
def filled (hH : H.IsHermitian) (S : Finset m) : Matrix m m ℂ :=
  ofLevels hH (fun i => if i ∈ S then 1 else 0)

/-- The real part of the diagonal element of `Q` in orbital `i` of `H`. -/
def occupation (hH : H.IsHermitian) (Q : Matrix m m ℂ) (i : m) : ℝ :=
  ((star (orbitals hH) * Q * orbitals hH) i i).re

/-- Spectral decomposition: `H` is diagonal in its orbitals, with its eigenvalues as values. -/
theorem ofLevels_eigenvalues (hH : H.IsHermitian) : ofLevels hH hH.eigenvalues = H := by
  refine Eq.symm (hH.spectral_theorem.trans ?_)
  rw [Unitary.conjStarAlgAut_apply]
  rfl

/-- The real part of the trace of an orbital-diagonal operator times `Q` is the sum of its values
weighted by the occupations of `Q`. -/
theorem trace_ofLevels_mul (hH : H.IsHermitian) (f : m → ℝ) (Q : Matrix m m ℂ) :
    (trace (ofLevels hH f * Q)).re = ∑ i, f i * occupation hH Q i := by
  have h : trace (ofLevels hH f * Q) = trace (diagonal (fun i => (f i : ℂ)) *
      (star (orbitals hH) * Q * orbitals hH)) := by
    unfold ofLevels
    rw [mul_assoc, mul_assoc, Matrix.trace_mul_comm]
    simp only [mul_assoc]
  rw [h]
  simp only [trace, diag_apply, diagonal_mul, Complex.re_sum, Complex.re_ofReal_mul, occupation]

/-- The operator `filled hH S` is a Hermitian projector of trace `S.card`, and its trace with
`H` is the sum of the filled levels. -/
theorem filled_spec (hH : H.IsHermitian) (S : Finset m) :
    (filled hH S).IsHermitian ∧ filled hH S * filled hH S = filled hH S ∧
    (trace (filled hH S)).re = S.card ∧
    (trace (filled hH S * H)).re = ∑ i ∈ S, hH.eigenvalues i := by
  have hU : star (orbitals hH) * orbitals hH = 1 :=
    Matrix.mem_unitaryGroup_iff'.mp hH.eigenvectorUnitary.2
  refine ⟨?_, ?_, ?_, ?_⟩
  · refine isHermitian_mul_mul_conjTranspose (orbitals hH) ?_
    unfold Matrix.IsHermitian
    rw [diagonal_conjTranspose]
    congr 1
    funext i
    simp
  · unfold filled ofLevels
    generalize orbitals hH = U at hU
    have hD : diagonal (fun i => (((if i ∈ S then 1 else 0 : ℝ)) : ℂ)) *
        diagonal (fun i => (((if i ∈ S then 1 else 0 : ℝ)) : ℂ)) =
        diagonal (fun i => (((if i ∈ S then 1 else 0 : ℝ)) : ℂ)) := by
      rw [diagonal_mul_diagonal]
      congr 1
      funext i
      by_cases h : i ∈ S <;> simp [h]
    generalize diagonal (fun i => (((if i ∈ S then 1 else 0 : ℝ)) : ℂ)) = D at hD
    calc U * D * star U * (U * D * star U) = U * D * (star U * U) * D * star U := by
          simp only [mul_assoc]
      _ = U * D * star U := by rw [hU, mul_one, mul_assoc U, hD]
  · have h := trace_ofLevels_mul hH (fun i => if i ∈ S then 1 else 0) 1
    have h1 : ∀ i, occupation hH 1 i = 1 := fun i => by
      rw [occupation, mul_one, hU, one_apply_eq, Complex.one_re]
    rw [mul_one] at h
    simpa [h1] using h
  · have hd : star (orbitals hH) * H * orbitals hH =
        diagonal (fun i => (hH.eigenvalues i : ℂ)) := by
      calc _ = star (orbitals hH) * ofLevels hH hH.eigenvalues * orbitals hH := by
            rw [ofLevels_eigenvalues]
        _ = (star (orbitals hH) * orbitals hH) * diagonal (fun i => (hH.eigenvalues i : ℂ)) *
            (star (orbitals hH) * orbitals hH) := by simp only [ofLevels, mul_assoc]
        _ = _ := by rw [hU, one_mul, mul_one]
    have h1 : ∀ i, occupation hH H i = hH.eigenvalues i := fun i => by
      rw [occupation, hd, diagonal_apply_eq, Complex.ofReal_re]
    rw [filled, trace_ofLevels_mul]
    simp only [h1, ite_mul, one_mul, zero_mul, Finset.sum_ite_mem, Finset.univ_inter]

end

end FilledSpec
```

Lean reports:

```
Main.lean:76:4: error: Type mismatch: After simplification, term
  h
 has type
  @Eq ℝ (ofLevels hH fun i => if i ∈ S then 1 else 0).trace.re ↑S.card
but is expected to have type
  @Eq ℝ (filled hH S).trace.re ↑S.card
```

Diagnosis. The error is in the third claim, the trace of the projector. The fact `h` comes from `trace_ofLevels_mul`, so it speaks of `ofLevels hH` applied to the function that is 1 on `S` and 0 elsewhere. The goal speaks of `filled hH S`. These are the same matrix by the definition of `filled`, and the message shows that the right-hand sides already agree, both being `↑S.card`.

What is missing is the unfolding of that definition. `simpa [h1] using h` simplifies both `h` and the goal and then compares them, but `filled` is an ordinary definition that `simp` was not told to unfold, and the final comparison does not unfold it either. Hence the type mismatch.

The repair adds `filled` to the list given to `simpa`. The goal's `filled hH S` is then replaced by the `ofLevels` expression it stands for, and the simplified `h` matches it.

The repair, with which the file compiles:

```diff
@@ -74,5 +74,5 @@
       rw [occupation, mul_one, hU, one_apply_eq, Complex.one_re]
     rw [mul_one] at h
-    simpa [h1] using h
+    simpa [filled, h1] using h
   · have hd : star (orbitals hH) * H * orbitals hH =
         diagonal (fun i => (hH.eigenvalues i : ℂ)) := by
```
